# The leading classical anharmonic correction to the heat capacity of a one-dimensional Lennard-Jones pair is positive: \(+\tfrac{91}{72}T\) in reduced units

If I correct a harmonic heat capacity to first order in the anharmonic terms, I get the wrong sign for a Lennard-Jones pair. I expand \(V(r)=r^{-12}-2r^{-6}\) about its minimum \(r=1\) and average the extra terms over the harmonic distribution. The cubic term vanishes by symmetry, the quartic term raises the free energy, and the heat capacity goes down with temperature. A colleague says that it should go up, because the cubic term enters at second order. But why should I keep a second-order term in one coefficient when I stop at first order in the other? And does it really outweigh the quartic term?

## Cubic squared and quartic are both of order \(T^2\)

Your colleague is right. The expansion has to be ordered by powers of temperature, not by powers of the perturbation. Write \(x=r-1\) and

\[
V = V_0+\tfrac12 kx^2+ax^3+bx^4+\dots
\]

With Boltzmann's constant set to one, the harmonic weight is \(w(x)=e^{-kx^2/(2T)}\), so a typical displacement is \(\sqrt{T/k}\). Let \(\langle\cdot\rangle\) be the average with this weight and \(W=ax^3+bx^4\). The free-energy shift is

\[
-T\ln\langle e^{-W/T}\rangle=\langle W\rangle-\frac{\langle W^2\rangle-\langle W\rangle^2}{2T}+\dots
\]

The quartic term contributes \(\langle bx^4\rangle\sim T^2\). The cubic term has zero average, but its square contributes \(\langle a^2x^6\rangle/T\sim T^3/T=T^2\), the same order. The product of the cubic and quartic terms is odd and averages to zero. The square of the quartic term, the higher Taylor terms of \(V\) and the later terms of the logarithm contribute only at order \(T^3\) or above. The leading shift is therefore

\[
\Delta F=\langle bx^4\rangle-\frac{\langle (ax^3)^2\rangle}{2T}.
\]

To evaluate it, use \(w'=-(k/T)\,x\,w\). The integral of a total derivative vanishes, since \(x^{n+1}w\) decays at both ends:

\[
0=\int (x^{n+1}w)'\,dx=(n+1)\int x^nw\,dx-\frac kT\int x^{n+2}w\,dx .
\]

Dividing by \(\int w\,dx\) gives \(\langle x^{n+2}\rangle=(n+1)(T/k)\langle x^n\rangle\). Starting from \(\langle 1\rangle=1\), this yields

\[
\langle x^2\rangle=\frac Tk,\qquad \langle x^4\rangle=3\frac{T^2}{k^2},\qquad \langle x^6\rangle=15\frac{T^3}{k^3}.
\]

Hence

\[
\Delta F=cT^2,\qquad c=\frac{3b}{k^2}-\frac{15a^2}{2k^3},
\]

and the heat capacity \(-T\,d^2F/dT^2\) changes by \(-2cT\).

For the pair potential, the derivatives at \(r=1\) are

\[
\begin{aligned}
V'&=-12+12=0, & V''&=156-84=72,\\
V'''&=-2184+672=-1512, & V''''&=32760-6048=26712.
\end{aligned}
\]

Dividing the last two by \(3!\) and \(4!\) gives \(k=72\), \(a=-252\), \(b=1113\), and so

\[
c=\frac{371}{576}-\frac{735}{576}=-\frac{91}{144}.
\]

The cubic part is about twice the quartic part. The heat-capacity correction is \(+\tfrac{91}{72}T\), where the quartic term alone would give \(-\tfrac{371}{288}T\).

## The correction in a calculation with units

Suppose the pair moves along a line, with well depth \(\varepsilon\) and minimum at \(r_m\). Then \(k=72\,\varepsilon/r_m^2\), \(a=-252\,\varepsilon/r_m^3\) and \(b=1113\,\varepsilon/r_m^4\). The length cancels, leaving \(\Delta F=-\tfrac{91}{144}(k_BT)^2/\varepsilon\). At \(k_BT=0.05\,\varepsilon\) this leading correction takes the heat capacity of the coordinate, kinetic part included, from the harmonic value \(k_B\) to about \(1.063\,k_B\). Higher powers of the temperature, left out here, raise it a little further. With the quartic term alone the estimate would be about \(0.936\,k_B\). For a pair that is free to rotate in three dimensions, the radial integral carries an extra factor \(r^2\), which changes the heat capacity at the same order in \(T\) and is not included here.

For a bond-stretch curve from an electronic-structure scan, the same step uses a polynomial fit about the minimum: \(k\) is twice the fitted quadratic coefficient, while \(a\) and \(b\) are the cubic and quartic coefficients as they stand. This gives a leading estimate of the anharmonic heat capacity for a single classical coordinate, without coupling to other modes. It does not apply to a stiff bond at room temperature, whose vibration is largely frozen out.

## What the Lean statements say

`average k T f` is the ratio of two integrals over the whole real line, with `weight k T` as the Boltzmann factor. `freeEnergyShift k a b T` is the two-term expression for \(\Delta F\) above. It enters as a definition, so the expansion of the logarithm that motivates it is part of the physics argument and not of the file. `coeff k a b` is \(c\), and `heatCapacity F T` is \(-T\,d^2F/dT^2\).

The theorem `freeEnergyShift_eq` says that for positive `k` and `T`, and any real `a` and `b`, the shift equals `coeff k a b * T ^ 2`. Positive `k` means that the expansion point is a stable minimum to second order. `heatCapacity_shift` gives the first and second temperature derivatives, \(2cT\) and \(2c\), and the correction \(-2cT\). It states the derivatives with `HasDerivAt`, which matters because Lean's `deriv` returns zero where a function has no derivative. The coefficients stay fixed as the temperature varies, so the expansion point does not move.

`lennardJones_anharmonicity` takes `k`, `a` and `b` from the actual iterated derivatives of the potential at 1, with the factors \(1/6\) and \(1/24\) written out. It states that the slope is zero, the three coefficient values, the shift \(-\tfrac{91}{144}T^2\) and the correction \(\tfrac{91}{72}T\), for every `T > 0`. The formula holds at every positive temperature because it evaluates a fixed expression; as an approximation to the free energy of the well, that expression is meant for low temperature. The model is classical and has one coordinate, so zero-point motion and the freezing-out of vibrations are absent.

```lean
import Mathlib

open MeasureTheory Filter Topology

namespace AnharmonicOscillator

noncomputable section

/-- Boltzmann weight `exp(-k x² / (2T))` of a classical harmonic coordinate, for `T ≠ 0`,
in units where Boltzmann's constant is one. -/
def weight (k T x : ℝ) : ℝ := Real.exp (-(k / (2 * T)) * x ^ 2)

/-- Harmonic thermal average of an observable `f`, for `k, T > 0`. -/
def average (k T : ℝ) (f : ℝ → ℝ) : ℝ :=
  (∫ x, f x * weight k T x) / ∫ x, weight k T x

/-- Leading free-energy shift `⟨b x⁴⟩ - ⟨(a x³)²⟩ / (2T)`, for `k, T > 0`. -/
def freeEnergyShift (k a b T : ℝ) : ℝ :=
  average k T (fun x => b * x ^ 4) - average k T (fun x => (a * x ^ 3) ^ 2) / (2 * T)

/-- The anharmonic coefficient `c = 3b/k² - 15a²/(2k³)`, for `k ≠ 0`. -/
def coeff (k a b : ℝ) : ℝ := 3 * b / k ^ 2 - 15 * a ^ 2 / (2 * k ^ 3)

/-- Heat capacity `-T d²F/dT²` belonging to a twice differentiable free energy `F`. -/
def heatCapacity (F : ℝ → ℝ) (T : ℝ) : ℝ := -T * deriv (deriv F) T

/-- The pair potential `r⁻¹² - 2 r⁻⁶`, for `r ≠ 0`. -/
def lennardJones (r : ℝ) : ℝ := r ^ (-12 : ℤ) - 2 * r ^ (-6 : ℤ)

/-- The slope of the Boltzmann weight is the harmonic force over `T`, times the weight. -/
theorem hasDerivAt_weight (k T x : ℝ) :
    HasDerivAt (weight k T) (-(k / T) * (x * weight k T x)) x := by
  have h : HasDerivAt (fun y : ℝ => -(k / (2 * T)) * y ^ 2) (-(k / T) * x) x := by
    have h0 := ((hasDerivAt_id' x).fun_mul (hasDerivAt_id' x)).const_mul (-(k / (2 * T)))
    have e : (fun y : ℝ => -(k / (2 * T)) * y ^ 2) =
        fun y => -(k / (2 * T)) * (y * y) := by
      funext y
      ring
    rw [e]
    exact h0.congr_deriv (by ring)
  exact h.exp.congr_deriv (by simp only [weight]; ring)

/-- For `k, T > 0` every power of the displacement is integrable against the weight. -/
theorem integrable_moment {k T : ℝ} (hk : 0 < k) (hT : 0 < T) (n : ℕ) :
    Integrable (fun x : ℝ => x ^ n * weight k T x) := by
  have hn : (-1 : ℝ) < n := by
    have := Nat.cast_nonneg (α := ℝ) n
    linarith
  have h := integrable_rpow_mul_exp_neg_mul_sq (b := k / (2 * T)) (by positivity) hn
  have e : (fun x : ℝ => x ^ n * weight k T x) =
      fun x : ℝ => x ^ (n : ℝ) * Real.exp (-(k / (2 * T)) * x ^ 2) := by
    funext x
    rw [Real.rpow_natCast, weight]
  rw [e]
  exact h

/-- For `k, T > 0`, successive moments obey `⟨xⁿ⁺²⟩ = (n+1) (T/k) ⟨xⁿ⟩`. -/
theorem moment_recursion {k T : ℝ} (hk : 0 < k) (hT : 0 < T) (n : ℕ) :
    average k T (fun x => x ^ (n + 2)) =
      ((n : ℝ) + 1) * (T / k) * average k T (fun x => x ^ n) := by
  have A : ∀ (c : ℝ) (j : ℕ), Integrable (fun x : ℝ => c * (x ^ j * weight k T x)) :=
    fun c j => (integrable_moment hk hT j).const_mul c
  have hd : ∀ x : ℝ, HasDerivAt (fun y : ℝ => y ^ (n + 1) * weight k T y)
      (((n : ℝ) + 1) * (x ^ n * weight k T x) - k / T * (x ^ (n + 2) * weight k T x)) x :=
    fun x => ((hasDerivAt_pow (n + 1) x).fun_mul (hasDerivAt_weight k T x)).congr_deriv
      (by simp only [add_tsub_cancel_right]; push_cast; ring)
  -- the integral of a total derivative vanishes
  have h0 := integral_eq_zero_of_hasDerivAt_of_integrable hd
    ((A _ n).sub (A _ (n + 2))) (integrable_moment hk hT (n + 1))
  rw [integral_sub (A _ n) (A _ (n + 2))] at h0
  simp only [integral_const_mul] at h0
  have hu : T / k * (k / T) = 1 := by field_simp
  have h1 : ∫ x, x ^ (n + 2) * weight k T x =
      ((n : ℝ) + 1) * (T / k) * ∫ x, x ^ n * weight k T x := by
    linear_combination (-(T / k)) * h0 - (∫ x, x ^ (n + 2) * weight k T x) * hu
  unfold average
  rw [h1, mul_div_assoc]

/-- For `k, T > 0`, the fourth and sixth moments are `3 (T/k)²` and `15 (T/k)³`. -/
theorem moments {k T : ℝ} (hk : 0 < k) (hT : 0 < T) :
    average k T (fun x => x ^ 4) = 3 * (T / k) ^ 2 ∧
    average k T (fun x => x ^ 6) = 15 * (T / k) ^ 3 := by
  have hZ : 0 < ∫ x, weight k T x := by
    simp only [weight]
    rw [integral_gaussian]
    exact Real.sqrt_pos.mpr (by positivity)
  have h0 : average k T (fun x => x ^ 0) = 1 := by
    simp only [average, pow_zero, one_mul]
    exact div_self hZ.ne'
  -- climb from the normalisation in steps of two
  have h2 : average k T (fun x => x ^ 2) = T / k :=
    (moment_recursion hk hT 0).trans (by rw [h0]; push_cast; ring)
  have h4 : average k T (fun x => x ^ 4) = 3 * (T / k) ^ 2 :=
    (moment_recursion hk hT 2).trans (by rw [h2]; push_cast; ring)
  exact ⟨h4, (moment_recursion hk hT 4).trans (by rw [h4]; push_cast; ring)⟩

/-- For `k, T > 0`, the leading anharmonic free-energy shift is `c T²`. -/
theorem freeEnergyShift_eq {k T : ℝ} (hk : 0 < k) (hT : 0 < T) (a b : ℝ) :
    freeEnergyShift k a b T = coeff k a b * T ^ 2 := by
  obtain ⟨h4, h6⟩ := moments hk hT
  have lin : ∀ (c : ℝ) (n : ℕ), average k T (fun x => c * x ^ n) =
      c * average k T (fun x => x ^ n) := by
    intro c n
    simp only [average, mul_assoc, integral_const_mul, mul_div_assoc]
  have e : (fun x : ℝ => (a * x ^ 3) ^ 2) = fun x => a ^ 2 * x ^ 6 := by
    funext x
    ring
  have hu : T * T⁻¹ = 1 := mul_inv_cancel₀ hT.ne'
  unfold freeEnergyShift coeff
  rw [e, lin b 4, lin (a ^ 2) 6, h4, h6]
  linear_combination (-(15 * a ^ 2 / 2) * T ^ 2 / k ^ 3) * hu

/-- For `k, T > 0`, the free-energy shift has temperature derivatives `2cT` and `2c`, and
its heat-capacity correction is `-2cT`. -/
theorem heatCapacity_shift {k T : ℝ} (hk : 0 < k) (hT : 0 < T) (a b : ℝ) :
    HasDerivAt (freeEnergyShift k a b) (2 * coeff k a b * T) T ∧
    HasDerivAt (deriv (freeEnergyShift k a b)) (2 * coeff k a b) T ∧
    heatCapacity (freeEnergyShift k a b) T = -2 * coeff k a b * T := by
  have h1 : ∀ t : ℝ, 0 < t →
      HasDerivAt (freeEnergyShift k a b) (2 * coeff k a b * t) t := by
    intro t ht
    have h := ((hasDerivAt_id' t).fun_mul (hasDerivAt_id' t)).const_mul (coeff k a b)
    refine (h.congr_of_eventuallyEq ?_).congr_deriv (by ring)
    filter_upwards [Ioi_mem_nhds ht] with s hs
    rw [freeEnergyShift_eq hk hs]
    ring
  have h2 : HasDerivAt (deriv (freeEnergyShift k a b)) (2 * coeff k a b) T := by
    have h := (hasDerivAt_id' T).const_mul (2 * coeff k a b)
    refine (h.congr_of_eventuallyEq ?_).congr_deriv (by ring)
    filter_upwards [Ioi_mem_nhds hT] with s hs using (h1 s hs).deriv
  refine ⟨h1 T hT, h2, ?_⟩
  rw [heatCapacity, h2.deriv]
  ring

/-- All derivatives of the pair potential `r⁻¹² - 2 r⁻⁶` at a separation `r > 0`. -/
theorem iteratedDeriv_lennardJones (n : ℕ) {r : ℝ} (hr : 0 < r) :
    iteratedDeriv n lennardJones r =
      (∏ i ∈ Finset.range n, (-12 - (i : ℝ))) * r ^ (-12 - (n : ℤ)) -
        2 * (∏ i ∈ Finset.range n, (-6 - (i : ℝ))) * r ^ (-6 - (n : ℤ)) := by
  induction n generalizing r with
  | zero => simp [lennardJones]
  | succ n ih =>
    have hd := ((hasDerivAt_zpow (-12 - (n : ℤ)) r (Or.inl hr.ne')).const_mul
      (∏ i ∈ Finset.range n, (-12 - (i : ℝ)))).fun_sub
      ((hasDerivAt_zpow (-6 - (n : ℤ)) r (Or.inl hr.ne')).const_mul
      (2 * ∏ i ∈ Finset.range n, (-6 - (i : ℝ))))
    have hf := hd.congr_of_eventuallyEq (f₁ := iteratedDeriv n lennardJones)
      (by filter_upwards [Ioi_mem_nhds hr] with s hs using ih hs)
    have e1 : -12 - ((n + 1 : ℕ) : ℤ) = -12 - (n : ℤ) - 1 := by push_cast; ring
    have e2 : -6 - ((n + 1 : ℕ) : ℤ) = -6 - (n : ℤ) - 1 := by push_cast; ring
    rw [iteratedDeriv_succ, hf.deriv, Finset.prod_range_succ, Finset.prod_range_succ, e1, e2]
    push_cast
    ring

/-- At `r = 1` the potential `r⁻¹² - 2 r⁻⁶` has zero slope and Taylor data `k = 72`,
`a = -252`, `b = 1113`; for `T > 0` these give the free-energy shift `-(91/144) T²` and the
heat-capacity correction `(91/72) T`. -/
theorem lennardJones_anharmonicity {T : ℝ} (hT : 0 < T) :
    let k := iteratedDeriv 2 lennardJones 1
    let a := iteratedDeriv 3 lennardJones 1 / 6
    let b := iteratedDeriv 4 lennardJones 1 / 24
    iteratedDeriv 1 lennardJones 1 = 0 ∧ k = 72 ∧ a = -252 ∧ b = 1113 ∧
      freeEnergyShift k a b T = -(91 / 144) * T ^ 2 ∧
      heatCapacity (freeEnergyShift k a b) T = 91 / 72 * T := by
  intro k a b
  have h1 : iteratedDeriv 1 lennardJones 1 = 0 := by
    rw [iteratedDeriv_lennardJones 1 one_pos]
    norm_num [Finset.prod_range_succ]
  have hk : k = 72 := by
    change iteratedDeriv 2 lennardJones 1 = 72
    rw [iteratedDeriv_lennardJones 2 one_pos]
    norm_num [Finset.prod_range_succ]
  have ha : a = -252 := by
    change iteratedDeriv 3 lennardJones 1 / 6 = -252
    rw [iteratedDeriv_lennardJones 3 one_pos]
    norm_num [Finset.prod_range_succ]
  have hb : b = 1113 := by
    change iteratedDeriv 4 lennardJones 1 / 24 = 1113
    rw [iteratedDeriv_lennardJones 4 one_pos]
    norm_num [Finset.prod_range_succ]
  have hc : coeff 72 (-252) 1113 = -(91 / 144) := by
    norm_num [coeff]
  have hpos : (0 : ℝ) < 72 := by norm_num
  refine ⟨h1, hk, ha, hb, ?_, ?_⟩
  · rw [hk, ha, hb, freeEnergyShift_eq hpos hT, hc]
  · rw [hk, ha, hb, (heatCapacity_shift hpos hT _ _).2.2, hc]
    ring

end

end AnharmonicOscillator
```

```lean
#print axioms AnharmonicOscillator.lennardJones_anharmonicity
```

```
'AnharmonicOscillator.lennardJones_anharmonicity' depends on axioms: [propext, Classical.choice, Quot.sound]
```

## From the Gaussian slope to the Lennard-Jones numbers

`hasDerivAt_weight` is the identity \(w'=-(k/T)\,x\,w\), obtained from the chain rule. `integrable_moment` shows that \(x^nw\) is integrable for every natural number \(n\), by rewriting the power with a real exponent and applying Mathlib's result for powers times a Gaussian.

`moment_recursion` is the integration by parts. Its `hd` differentiates \(x^{n+1}w\) with the product rule. The lemma `integral_eq_zero_of_hasDerivAt_of_integrable` then makes the integral of that derivative vanish; it asks for the function and its derivative to be integrable, which takes the place of inspecting the boundary terms. After the integral is split in two, `linear_combination` solves for the higher moment.

`moments` first shows that the normalising integral is positive, using the closed form of the Gaussian integral, so that \(\langle 1\rangle=1\). Three uses of the recursion, at \(n=0,2,4\), lead to the fourth and sixth moments. In `freeEnergyShift_eq`, the local statement `lin` takes constants out of the averages, `e` rewrites \((ax^3)^2\) as \(a^2x^6\), and the last line cancels one power of \(T\) against the \(1/T\) of the second-order term.

The heat-capacity proof needs some care, because the closed form \(cT^2\) is available only at positive temperatures, while a derivative depends on a whole neighbourhood. The `filter_upwards` steps supply one: around any positive \(T\) all nearby temperatures are positive too, so the shift and \(cT^2\) agree there and have the same derivative. The argument is applied once to the shift and once to its first derivative.

`iteratedDeriv_lennardJones` gives the \(n\)-th derivative of the potential at any \(r>0\),

\[
\prod_{i=0}^{n-1}(-12-i)\;r^{-12-n}-2\prod_{i=0}^{n-1}(-6-i)\;r^{-6-n},
\]

by induction on \(n\). Each step differentiates two powers and adds one factor to each product. The induction keeps \(r\) general, since the next derivative requires the formula at all nearby separations. In the final theorem, `norm_num` evaluates the products at \(r=1\) for \(n=1,2,3,4\), and the two general theorems turn the resulting coefficients into the shift and the positive heat-capacity correction.
